# Any values and slopes on finitely many distinct positive shells fit an even polynomial times a Gaussian

In the simplest form of the empirical pseudopotential method, a crystal's bands are computed from a local potential whose Fourier components are adjusted to measured bulk properties. For silicon, three numbers usually suffice: the form factor at the reciprocal-lattice shells q = √3, √8 and √11, in units of 2π/a with a the lattice constant. Now strain the crystal. The reciprocal-lattice vectors move, their lengths change, and the potential is needed at wavenumbers where nothing was fitted. To first order in the strain, the movement of a shell changes its form factor by an amount set by the slope at the old shell. Do the bulk values say anything about these slopes?

The problems below answer this for one family of form factors and finitely many shells. In this single-particle model with a local potential, the answer decides whether the fitted values alone, with no further restriction on the form-factor curve, can predict how the potential responds to strain.

## The family of form factors

Let p be a real polynomial and q a real wavenumber. The form factor is

f(q) = p(q) exp(−q²).

The Gaussian stands for the decay of a smooth potential's Fourier components at large q, and q is measured in a fixed unit that sets its width. For silicon this unit is taken to be 2π/a of the unstrained crystal. The polynomial is required to be even, p(−q) = p(q). The form factor of a spherical atom depends only on the length of the wave vector, and odd powers of that length would make it non-smooth at the origin.

```lean
import Mathlib

open Polynomial

namespace EmpiricalPseudopotential

/-- The form factor `f(q) = p(q) exp(-q²)` with polynomial prefactor `p`. -/
noncomputable def formFactor (p : ℝ[X]) (q : ℝ) : ℝ :=
  p.eval q * Real.exp (-q ^ 2)

/-- The polynomial `p` is an even function of the wavenumber. -/
def IsEven (p : ℝ[X]) : Prop :=
  ∀ q : ℝ, p.eval (-q) = p.eval q
```

In Lean, `ℝ[X]` is the type of real polynomials and `p.eval q` is the number p(q). `IsEven p` states the symmetry at every real q.

## (a) Interpolating values and slopes together

**Problem.** Let x_i be distinct real nodes, let t be a finite set of indices, and let a_i and b_i be arbitrary real numbers. Show that some real polynomial P satisfies, for every i in t,

P(x_i) = a_i and P′(x_i) = b_i.

**Solution.** Add one node at a time. With no nodes, P = 0 will do. Suppose P already meets the conditions on t, and let k be a new index. Define the nodal polynomial

N(y) = ∏_{j∈t} (y − x_j),

which is 1 if t is empty. It vanishes at every old node, and N(x_k) ≠ 0 because the nodes are distinct. With two real numbers α and β still to be chosen, replace P by

Q(y) = P(y) + N(y)² (α + β(y − x_k)).

Its derivative is

Q′(y) = P′(y) + 2N(y)N′(y)(α + β(y − x_k)) + N(y)² β.

Every correction term contains a factor N(y), so the old values and slopes are unchanged. At y = x_k the two new conditions become

N(x_k)² α = a_k − P(x_k),

N(x_k)² β = b_k − P′(x_k) − 2N(x_k)N′(x_k) α.

The first gives α, and the second then gives β.

```lean
/-- Hermite interpolation: at finitely many distinct real nodes, the values and the slopes
of a real polynomial can be prescribed together. -/
theorem hermite_interpolation {ι : Type*} (t : Finset ι) (x a b : ι → ℝ)
    (hx : Function.Injective x) :
    ∃ P : ℝ[X], ∀ i ∈ t, P.eval (x i) = a i ∧ P.derivative.eval (x i) = b i := by
  classical
  induction t using Finset.induction_on with
  | empty => exact ⟨0, by simp⟩
  | insert k t hk ih =>
    obtain ⟨P, hP⟩ := ih
    -- the nodal polynomial vanishes at the old nodes and not at the new one
    obtain ⟨N, hN, hNk⟩ : ∃ N : ℝ[X], (∀ i ∈ t, N.eval (x i) = 0) ∧ N.eval (x k) ≠ 0 := by
      refine ⟨∏ j ∈ t, (X - C (x j)), ?_, ?_⟩
      · intro i hi
        rw [eval_prod]
        exact Finset.prod_eq_zero hi (by simp)
      · rw [eval_prod, Finset.prod_ne_zero_iff]
        intro j hj
        simp only [eval_sub, eval_X, eval_C]
        refine sub_ne_zero.mpr (fun h => hk ?_)
        rw [hx h]
        exact hj
    -- two coefficients adjust the value and the slope at the new node
    obtain ⟨α, hα⟩ : ∃ α : ℝ,
        N.eval (x k) * N.eval (x k) * α = a k - P.eval (x k) :=
      ⟨(a k - P.eval (x k)) / (N.eval (x k) * N.eval (x k)), by field_simp⟩
    obtain ⟨β, hβ⟩ : ∃ β : ℝ, N.eval (x k) * N.eval (x k) * β =
        b k - P.derivative.eval (x k) - 2 * N.eval (x k) * N.derivative.eval (x k) * α :=
      ⟨(b k - P.derivative.eval (x k) - 2 * N.eval (x k) * N.derivative.eval (x k) * α) /
        (N.eval (x k) * N.eval (x k)), by field_simp⟩
    have hv : ∀ y : ℝ, (P + N * N * (C α + C β * (X - C (x k)))).eval y =
        P.eval y + N.eval y * N.eval y * (α + β * (y - x k)) := by
      intro y
      simp only [eval_add, eval_mul, eval_sub, eval_X, eval_C]
    have hd : ∀ y : ℝ, (P + N * N * (C α + C β * (X - C (x k)))).derivative.eval y =
        P.derivative.eval y + 2 * N.eval y * N.derivative.eval y * (α + β * (y - x k))
          + N.eval y * N.eval y * β := by
      intro y
      simp only [derivative_add, derivative_mul, derivative_sub, derivative_X, derivative_C,
        eval_add, eval_mul, eval_sub, eval_X, eval_C, eval_one, eval_zero]
      ring
    refine ⟨P + N * N * (C α + C β * (X - C (x k))), ?_⟩
    intro i hi
    rw [hv, hd]
    rcases Finset.mem_insert.mp hi with h | h
    · rw [h]
      constructor
      · linear_combination hα
      · linear_combination hβ
    · simp [hN i h, (hP i h).1, (hP i h).2]
```

The hypothesis `hx` says that x is injective, that is, that different indices have different nodes. The proof is the same induction, carried out by `Finset.induction_on`. The properties of N are `hN` and `hNk`, and the equations for α and β are `hα` and `hβ`. The formulas for Q and Q′ are `hv` and `hd`. At the new node `linear_combination` inserts the two equations; at the old ones `simp` uses N(x_i) = 0.

## (b) The slope of the form factor

**Problem.** For any real polynomial p, even or not, show that f is differentiable at every real q, with

f′(q) = (p′(q) − 2q p(q)) exp(−q²).

**Solution.** By the chain rule, the derivative of exp(−q²) is −2q exp(−q²). The product rule gives

f′(q) = p′(q) exp(−q²) + p(q) · (−2q) exp(−q²),

and taking out the exponential gives the result.

```lean
/-- The slope of the form factor is `(p'(q) - 2 q p(q)) exp(-q²)`. -/
theorem formFactor_hasDerivAt (p : ℝ[X]) (q : ℝ) :
    HasDerivAt (formFactor p)
      ((p.derivative.eval q - 2 * q * p.eval q) * Real.exp (-q ^ 2)) q := by
  have h : HasDerivAt (fun x : ℝ => -x ^ 2) (-(2 * q)) q := by
    simpa using (hasDerivAt_pow 2 q).fun_neg
  exact ((p.hasDerivAt q).fun_mul h.exp).congr_deriv (by ring)
```

`HasDerivAt f s q` means that f is differentiable at q and that its derivative there is s. In the proof, `h` is the derivative of the exponent, `h.exp` is the chain rule and `fun_mul` is the product rule. Finally, `ring` collects the terms.

## (c) Prescribing values and slopes on the shells

**Problem.** Let q_i > 0 be finitely many distinct shell radii, and let v_i and s_i be arbitrary real numbers. Find an even polynomial p for which, for every i,

f(q_i) = v_i and f′(q_i) = s_i.

**Solution.** Put p(q) = P(q²), with P a polynomial to be found. Then p is even, and

p′(q) = 2q P′(q²).

The value condition P(q_i²) exp(−q_i²) = v_i gives

P(q_i²) = v_i exp(q_i²).

By (b), the slope condition is

(2q_i P′(q_i²) − 2q_i P(q_i²)) exp(−q_i²) = s_i.

Since q_i ≠ 0, it can be solved for the derivative:

P′(q_i²) = s_i exp(q_i²)/(2q_i) + v_i exp(q_i²).

These are prescribed values and slopes of P at the nodes q_i². The nodes are distinct: q_i² = q_j² would mean q_i = q_j or q_i = −q_j, and two positive numbers cannot satisfy the second. Part (a) therefore supplies P.

Keeping the v_i and changing the s_i gives form factors that agree on every fitted shell and differ in their slopes. Within this family, the bulk values place no restriction on the slopes.

```lean
/-- On finitely many distinct positive shells, an even polynomial times a Gaussian can take
any prescribed form-factor values `v` together with any prescribed slopes `s`. -/
theorem exists_formFactor_values_slopes {ι : Type*} [Fintype ι] (q : ι → ℝ)
    (hpos : ∀ i, 0 < q i) (hinj : Function.Injective q) (v s : ι → ℝ) :
    ∃ p : ℝ[X], IsEven p ∧
      ∀ i, formFactor p (q i) = v i ∧ HasDerivAt (formFactor p) (s i) (q i) := by
  -- distinct positive shells have distinct squares
  have hx : Function.Injective (fun i => q i * q i) := by
    intro i j h
    rcases mul_self_eq_mul_self_iff.mp h with h | h
    · exact hinj h
    · exfalso
      linarith [hpos i, hpos j]
  -- interpolate in the variable q²
  obtain ⟨P, hP⟩ := hermite_interpolation Finset.univ (fun i => q i * q i)
    (fun i => v i * Real.exp (q i ^ 2))
    (fun i => s i * Real.exp (q i ^ 2) / (2 * q i) + v i * Real.exp (q i ^ 2)) hx
  refine ⟨P.comp (X * X), fun y => by simp [eval_comp], fun i => ?_⟩
  have hqi : q i ≠ 0 := (hpos i).ne'
  have h1 : P.eval (q i * q i) = v i * Real.exp (q i ^ 2) := (hP i (Finset.mem_univ i)).1
  have h2 : P.derivative.eval (q i * q i) =
      s i * Real.exp (q i ^ 2) / (2 * q i) + v i * Real.exp (q i ^ 2) :=
    (hP i (Finset.mem_univ i)).2
  have hE : Real.exp (q i ^ 2) * Real.exp (-q i ^ 2) = 1 := by
    rw [← Real.exp_add]
    simp
  have hv : (P.comp (X * X)).eval (q i) = v i * Real.exp (q i ^ 2) := by
    simp only [eval_comp, eval_mul, eval_X, h1]
  have hb : 2 * q i * (s i * Real.exp (q i ^ 2) / (2 * q i)) = s i * Real.exp (q i ^ 2) := by
    field_simp
  -- the chain rule contributes the invertible factor 2 q
  have hd : (P.comp (X * X)).derivative.eval (q i) =
      (s i + 2 * q i * v i) * Real.exp (q i ^ 2) := by
    simp only [derivative_comp, derivative_mul, derivative_X, eval_comp, eval_mul, eval_add,
      eval_X, eval_one, h2]
    linear_combination hb
  constructor
  · unfold formFactor
    rw [hv]
    linear_combination v i * hE
  · refine (formFactor_hasDerivAt (P.comp (X * X)) (q i)).congr_deriv ?_
    rw [hv, hd]
    linear_combination s i * hE
```

The finite type `ι` labels the shells, `hpos` says that they are positive and `hinj` that they are distinct. The functions `v` and `s` carry no hypotheses, which is what makes the data arbitrary. The polynomial P(q²) appears as `P.comp (X * X)`. The distinctness of the squares is `hx`, and the two interpolation conditions are `h1` and `h2`. The values of p and p′ at a shell are `hv` and `hd`, and `hE` cancels the two exponentials.

The theorem bounds neither the degree of p nor the size of f between the shells. A bound on the degree can remove the freedom: with n ≥ 1 shells and P of degree at most n − 1, the values alone fix P, and with it the slopes.

## (d) First-order response to strain

**Problem.** Let ε measure the strain, and let κ_i(ε) be the radius of shell i in the strained crystal. Suppose that κ_i(0) = q_i and that the initial rate w_i = κ_i′(0) is nonzero for every i. With the shells as in (c), show that for arbitrary real v_i and r_i some even p gives, for every i,

f(q_i) = v_i and d/dε f(κ_i(ε)) = r_i at ε = 0.

**Solution.** By the chain rule, the derivative at ε = 0 is

f′(κ_i(0)) κ_i′(0) = f′(q_i) w_i.

It equals r_i if f′(q_i) = r_i/w_i. Apply (c) with s_i = r_i/w_i.

If a shell has w_i = 0, its first-order change is zero for every p, so a nonzero r_i is out of reach there.

```lean
/-- If strain moves each of finitely many distinct positive shells at a nonzero initial rate
`w`, the bulk values `v` and the first-order changes `r` of the form factor
can be prescribed independently. -/
theorem strain_response_arbitrary {ι : Type*} [Fintype ι] (q : ι → ℝ)
    (hpos : ∀ i, 0 < q i) (hinj : Function.Injective q)
    (κ : ι → ℝ → ℝ) (w : ι → ℝ) (hκ0 : ∀ i, κ i 0 = q i)
    (hκ : ∀ i, HasDerivAt (κ i) (w i) 0) (hw : ∀ i, w i ≠ 0) (v r : ι → ℝ) :
    ∃ p : ℝ[X], IsEven p ∧ ∀ i, formFactor p (q i) = v i ∧
      HasDerivAt (fun ε => formFactor p (κ i ε)) (r i) 0 := by
  obtain ⟨p, hp, h⟩ := exists_formFactor_values_slopes q hpos hinj v (fun i => r i / w i)
  refine ⟨p, hp, fun i => ⟨(h i).1, ?_⟩⟩
  have hwi := hw i
  have hs : HasDerivAt (formFactor p) (r i / w i) (κ i 0) := by
    rw [hκ0 i]
    exact (h i).2
  exact (HasDerivAt.comp (0 : ℝ) hs (hκ i)).congr_deriv (by field_simp)
```

The hypotheses `hκ0`, `hκ` and `hw` give the starting radius, the initial rate and the condition that this rate is nonzero. The proof calls the theorem of (c) with slopes `r i / w i`, and `HasDerivAt.comp` is the chain rule.

Each shell has a single path κ_i here. A uniaxial strain can split a shell, so that vectors of equal length acquire different rates. Their first-order changes are then f′(q_i) times the respective rates, and these cannot be chosen separately, since they share one slope.

## (e) Uniform dilation

**Problem.** Stretch the lattice by the factor 1 + ε in all directions, so that each shell moves from q_i to q_i/(1 + ε). Show that for arbitrary real v_i and r_i some even p gives, for every i,

f(q_i) = v_i and d/dε f(q_i/(1 + ε)) = r_i at ε = 0.

**Solution.** The path κ_i(ε) = q_i/(1 + ε) starts at q_i, and its derivative is

κ_i′(ε) = −q_i/(1 + ε)².

Hence w_i = −q_i, which is nonzero because q_i > 0. Part (d) applies, and the slope it selects is f′(q_i) = −r_i/q_i.

```lean
/-- Under a uniform dilation of the lattice by `1 + ε`, which sends each shell `q` to
`q / (1 + ε)`, the first-order changes `r` of the form factor on finitely many distinct positive
shells can be prescribed independently of the bulk values `v`. -/
theorem dilation_response_arbitrary {ι : Type*} [Fintype ι] (q : ι → ℝ)
    (hpos : ∀ i, 0 < q i) (hinj : Function.Injective q) (v r : ι → ℝ) :
    ∃ p : ℝ[X], IsEven p ∧ ∀ i, formFactor p (q i) = v i ∧
      HasDerivAt (fun ε => formFactor p (q i / (1 + ε))) (r i) 0 := by
  refine strain_response_arbitrary q hpos hinj (fun i ε => q i / (1 + ε)) (fun i => -q i)
    (fun i => by simp) (fun i => ?_) (fun i => neg_ne_zero.mpr (hpos i).ne') v r
  have h1 : HasDerivAt (fun ε : ℝ => 1 + ε) 1 0 := (hasDerivAt_id' (0 : ℝ)).const_add 1
  exact ((hasDerivAt_const (0 : ℝ) (q i)).fun_div h1 (by norm_num)).congr_deriv (by simp)
```

The proof passes this path and the rate `-q i` to the theorem of (d); the quotient rule `fun_div` confirms the rate. The statement follows only the shift of the argument of f. If form factors are normalised to the cell volume, the change of that volume adds a separate term.

In a calculation on silicon, the potential enters the plane-wave Hamiltonian through matrix elements between reciprocal-lattice vectors G and G′. Each is a structure factor times the form factor at |G − G′|. At ε = 0.01 the first shell moves from √3 ≈ 1.732 to about 1.715, still in units of the unstrained 2π/a, so its form factor changes by about −0.017 f′(√3). One way to supply this slope is to draw a curve through the three fitted points; another is to fit the slope itself to data on strained crystals. With three shells there are six conditions, and counting degrees in the construction of (a) shows that a P of degree at most 5 meets them, which makes p a polynomial of degree at most 10 in q. Two curves of this kind can share all three bulk values and so give the same unstrained bands when only these shells are kept, yet shift the matrix elements differently under dilation.

## (f) The slope at zero wavenumber

**Problem.** Let p be even, and let s be the slope of f at q = 0. Show that

s = 0.

**Solution.** Both p and the Gaussian are even, so f(−q) = f(q) for every q. Differentiate both sides at q = 0. The left side gives −s by the chain rule and the right side gives s. Hence −s = s, and s = 0.

A shell at q = 0 therefore cannot be admitted in (c), because no nonzero slope can be reached there.

```lean
/-- At `q = 0` the slope of a form factor with even polynomial prefactor is zero. -/
theorem slope_zero_at_origin (p : ℝ[X]) (hp : IsEven p) (s : ℝ)
    (h : HasDerivAt (formFactor p) s 0) : s = 0 := by
  have hn : HasDerivAt (fun x : ℝ => -x) (-1) 0 := hasDerivAt_neg 0
  have h' : HasDerivAt (formFactor p) s ((fun x : ℝ => -x) 0) := by simpa using h
  have hc := HasDerivAt.comp (0 : ℝ) h' hn
  -- reflection leaves the form factor unchanged but reverses its slope
  have e : formFactor p ∘ (fun x : ℝ => -x) = formFactor p := by
    funext x
    simp [formFactor, hp x]
  rw [e] at hc
  have hu := h.unique hc
  linarith

end EmpiricalPseudopotential
```

The hypothesis `h` says that s is the slope at the origin. In the proof, `hc` is the derivative of the reflected function, and `e` states that reflection leaves the form factor unchanged. A function has at most one derivative at a point, which is `h.unique`, so s and its reflected value agree and `linarith` concludes.

```lean
#print axioms EmpiricalPseudopotential.exists_formFactor_values_slopes
-- 'EmpiricalPseudopotential.exists_formFactor_values_slopes' depends on axioms: [propext, Classical.choice, Quot.sound]
#print axioms EmpiricalPseudopotential.dilation_response_arbitrary
-- 'EmpiricalPseudopotential.dilation_response_arbitrary' depends on axioms: [propext, Classical.choice, Quot.sound]
#print axioms EmpiricalPseudopotential.slope_zero_at_origin
-- 'EmpiricalPseudopotential.slope_zero_at_origin' depends on axioms: [propext, Classical.choice, Quot.sound]
```
